# PageRank with link weight $0\le a<1$: a unique stationary distribution, and a 1-norm error of at most $a^k$ times the initial one after $k$ power steps

## When to stop the iteration

A PageRank calculation multiplies a probability vector $x$ by a matrix $G$ again and again, and at some point it has to stop. The change $Gx-x$ is available at each step; the distance from $x$ to the limit $p$ is not. The two are related by

$$\|x-p\|_1\le\frac{\|Gx-x\|_1}{1-a},$$

where $\|x\|_1=\sum_i|x_i|$ and $0\le a<1$ is a parameter of $G$. To guarantee an error of at most $\varepsilon$, one stops when the change is at most $(1-a)\varepsilon$. For $a=0.85$ the error can therefore be bounded by $20/3$ times the last change.

## A random walk with restarts

A walker moves on finitely many pages. With probability $a$ it follows a link from its current page, and with probability $1-a$ it jumps to a page drawn from a fixed distribution $v$. Let $P_{ij}$ be the probability that a link step from page $j$ leads to page $i$. Then $P_{ij}\ge0$ and $\sum_iP_{ij}=1$, so $P$ is column-stochastic. One step of the walk turns the distribution $x$ into $Gx$, with

$$G=aP+(1-a)\,v\mathbf 1^{T},$$

where $\mathbf 1$ is the vector of ones. The long-time distribution sought is a probability vector $p$ with $Gp=p$.

A discrete-time Markov model of molecular states has the same form if it has finitely many states and restarts from $v$ with the same probability in each of them.

The claim is that exactly one such $p$ exists, and that for every probability vector $x$ and every $k\ge0$

$$\|G^kx-p\|_1\le a^k\|x-p\|_1 .$$

The link graph may be disconnected or periodic, and $v$ may have zero entries.

## Link steps conserve probability

Write $s(x)=\sum_jx_j$. From the definition of $G$,

$$Gx=aPx+(1-a)\,s(x)\,v .$$

The unit column sums give

$$s(Px)=\sum_j\Big(\sum_iP_{ij}\Big)x_j=s(x),$$

and with the triangle inequality

$$\|Px\|_1\le\sum_i\sum_jP_{ij}|x_j|=\|x\|_1 .$$

If $s(x)=s(y)$, the jump terms of $Gx$ and $Gy$ are equal and cancel:

$$\|Gx-Gy\|_1=a\|P(x-y)\|_1\le a\|x-y\|_1 .$$

## The stationary vector solves a linear system

A stationary probability vector must satisfy $(I-aP)p=(1-a)v$, with $I$ the identity matrix. If $(I-aP)x=0$, then $\|x\|_1=a\|Px\|_1\le a\|x\|_1$, and $a<1$ forces $x=0$. The square matrix $I-aP$ is thus injective, hence surjective, and the system has a solution $p$.

Summing its entries gives $s(p)=a\,s(p)+(1-a)$, so $s(p)=1$. Taking absolute values first gives

$$\|p\|_1\le a\|Pp\|_1+(1-a)\le a\|p\|_1+(1-a),$$

so $\|p\|_1\le1$. Therefore $\sum_i(|p_i|-p_i)\le0$. No term of this sum is negative, so all of them vanish and every $p_i\ge0$. Since $s(p)=1$, the linear system now says $Gp=p$.

If $q$ is another stationary probability vector, then $\|q-p\|_1=\|Gq-Gp\|_1\le a\|q-p\|_1$, and so $q=p$.

## Error after $k$ steps, and error from the residual

For $k=0$ the bound is an equality. Each step preserves normalisation, because $s(y)=1$ gives $s(Gy)=a+(1-a)=1$. The contraction therefore applies to $G^kx$ and $p$:

$$\|G^{k+1}x-p\|_1\le a\|G^kx-p\|_1\le a^{k+1}\|x-p\|_1 .$$

For the stopping rule, the triangle inequality gives

$$\|x-p\|_1\le\|Gx-x\|_1+\|Gx-p\|_1\le\|Gx-x\|_1+a\|x-p\|_1 .$$

Moving the last term to the left and dividing by $1-a$ completes the argument.

## Two pages that attain the rate, and the ends of the range of $a$

Let two pages link only to each other, and let $v=u=(\tfrac12,\tfrac12)$. Then $Gu=u$. For a probability vector $x$ the difference $x-u$ has the form $(d,-d)$, and exchanging the entries reverses its sign. Hence $G(x-u)=-a(x-u)$, and

$$G^kx-u=(-a)^k(x-u),\qquad \|G^kx-u\|_1=a^k\|x-u\|_1 .$$

In the general bound, $a^k$ can thus not be replaced by a smaller factor that depends only on $a$ and $k$.

At $a=0$ the walker only jumps: $G=v\mathbf 1^T$, $p=v$, and one step gives the answer from any start. At $a=1$ the two-page formula still holds, and the distance to $u$ keeps its initial value.

## How the Lean statements describe the walk

The pages are the elements of a finite type `n`, vectors are functions `n → ℝ`, and `google a P v` is the matrix $G$. In it, `vecMulVec v 1` is the outer product $v\mathbf 1^T$. The letter `a` is what many texts call the damping factor. Columns are the starting pages; books on Markov chains often use the transpose, with unit row sums.

`IsProb` says that the entries are nonnegative and sum to one, `ColStochastic` says the same of every column of `P`, and `l1` is the 1-norm. The product `*ᵥ` applies a matrix to a vector.

`pageRank_power_iteration` states existence, uniqueness among probability vectors and the error bound for one and the same `p`. `error_le_residual` takes a stationary probability vector as given and puts no further condition on `v`. `rate_sharp` is the two-page example, for every $a\ge0$.

The condition `ColStochastic` excludes a page without outgoing links, whose column would be zero; such columns have to be filled before the theorem applies. The theorems also assume exact arithmetic. Multiplication by $G$ keeps whatever sum the iterate has, so in floating point the rounding errors in that sum are not damped and can add up, while the contraction towards $p$ relies on unit sum. Dividing the iterate by its sum from time to time removes this drift.

```lean
import Mathlib

open Matrix

namespace PageRankPowerIteration

noncomputable section

variable {n : Type*} [Fintype n] {a : ℝ} {P : Matrix n n ℝ} {v : n → ℝ}

/-- A probability vector: nonnegative entries that sum to one. -/
def IsProb (x : n → ℝ) : Prop := (∀ i, 0 ≤ x i) ∧ ∑ i, x i = 1

/-- A column-stochastic matrix: nonnegative entries, and every column sums to one. -/
def ColStochastic (P : Matrix n n ℝ) : Prop :=
  (∀ i j, 0 ≤ P i j) ∧ ∀ j, ∑ i, P i j = 1

/-- The 1-norm of a real vector. -/
def l1 (x : n → ℝ) : ℝ := ∑ i, |x i|

/-- The PageRank matrix `G = a P + (1 - a) v 1ᵀ`: follow a link with weight `a`,
jump to a page drawn from `v` with weight `1 - a`. -/
def google (a : ℝ) (P : Matrix n n ℝ) (v : n → ℝ) : Matrix n n ℝ :=
  a • P + (1 - a) • vecMulVec v 1

/-- The PageRank matrix sends `x` to `a P x + (1 - a) s v`, where `s` is the sum of the entries of
`x`. -/
theorem google_mulVec (a : ℝ) (P : Matrix n n ℝ) (v x : n → ℝ) :
    google a P v *ᵥ x = a • (P *ᵥ x) + ((1 - a) * ∑ j, x j) • v := by
  ext i
  simp only [google, Matrix.mulVec, dotProduct, Matrix.add_apply, Matrix.smul_apply,
    Matrix.vecMulVec_apply, Pi.one_apply, smul_eq_mul, Pi.add_apply, Pi.smul_apply, mul_one,
    add_mul, Finset.sum_add_distrib]
  simp only [mul_assoc, ← Finset.mul_sum]
  ring

/-- A column-stochastic matrix preserves the sum of the entries of a vector. -/
theorem sum_mulVec (hP : ColStochastic P) (x : n → ℝ) :
    ∑ i, (P *ᵥ x) i = ∑ j, x j := by
  simp only [Matrix.mulVec, dotProduct]
  rw [Finset.sum_comm]
  refine Finset.sum_congr rfl fun j _ => ?_
  rw [← Finset.sum_mul, hP.2 j, one_mul]

/-- A column-stochastic matrix does not increase the 1-norm. -/
theorem l1_mulVec_le (hP : ColStochastic P) (x : n → ℝ) : l1 (P *ᵥ x) ≤ l1 x :=
  calc l1 (P *ᵥ x) ≤ ∑ i, ∑ j, P i j * |x j| :=
        Finset.sum_le_sum fun i _ => (Finset.abs_sum_le_sum_abs _ _).trans_eq
          (Finset.sum_congr rfl fun j _ => by rw [abs_mul, abs_of_nonneg (hP.1 i j)])
    _ = l1 x := sum_mulVec hP (fun j => |x j|)

private lemma l1_smul (c : ℝ) (x : n → ℝ) : l1 (c • x) = |c| * l1 x := by
  simp only [l1, Pi.smul_apply, smul_eq_mul, abs_mul, Finset.mul_sum]

private lemma eq_zero_of_l1_le (ha1 : a < 1) {x : n → ℝ} (h : l1 x ≤ a * l1 x) : x = 0 := by
  have h0 : l1 x ≤ 0 := by
    by_contra hc
    nlinarith [mul_pos (sub_pos.2 ha1) (not_le.1 hc)]
  funext i
  have hi : |x i| ≤ l1 x :=
    Finset.single_le_sum (f := fun i => |x i|) (fun i _ => abs_nonneg _) (Finset.mem_univ i)
  exact abs_nonpos_iff.mp (hi.trans h0)

/-- For `a ≥ 0` and column-stochastic `P`, the PageRank matrix maps two vectors with equal sums of
entries to vectors whose 1-norm distance is at most `a` times the original distance. -/
theorem google_contraction (ha : 0 ≤ a) (hP : ColStochastic P) (v : n → ℝ) {x y : n → ℝ}
    (h : ∑ i, x i = ∑ i, y i) :
    l1 (google a P v *ᵥ x - google a P v *ᵥ y) ≤ a * l1 (x - y) := by
  -- the jump terms cancel
  have e : google a P v *ᵥ x - google a P v *ᵥ y = a • (P *ᵥ (x - y)) := by
    rw [google_mulVec, google_mulVec, h, Matrix.mulVec_sub, smul_sub]
    abel
  rw [e, l1_smul, abs_of_nonneg ha]
  exact mul_le_mul_of_nonneg_left (l1_mulVec_le hP _) ha

/-- For `0 ≤ a < 1`, column-stochastic `P` and a probability vector `v`, the PageRank matrix
has a stationary probability vector. -/
theorem exists_stationary (ha : 0 ≤ a) (ha1 : a < 1) (hP : ColStochastic P) (hv : IsProb v) :
    ∃ p, IsProb p ∧ google a P v *ᵥ p = p := by
  -- `1 - a P` is injective, hence surjective
  let f : (n → ℝ) →ₗ[ℝ] (n → ℝ) := LinearMap.id - a • P.mulVecLin
  have hf : Function.Injective f := (injective_iff_map_eq_zero f).mpr fun x hx => by
    have hx' : x - a • (P *ᵥ x) = 0 := hx
    apply eq_zero_of_l1_le ha1
    calc l1 x = l1 (a • (P *ᵥ x)) := congrArg l1 (sub_eq_zero.mp hx')
      _ = a * l1 (P *ᵥ x) := by rw [l1_smul, abs_of_nonneg ha]
      _ ≤ a * l1 x := mul_le_mul_of_nonneg_left (l1_mulVec_le hP _) ha
  obtain ⟨p, hfp⟩ := LinearMap.injective_iff_surjective.mp hf ((1 - a) • v)
  have hfp' : p - a • (P *ᵥ p) = (1 - a) • v := hfp
  have hp (i : n) : p i = a * (P *ᵥ p) i + (1 - a) * v i := by
    have := congrFun hfp' i
    simp only [Pi.sub_apply, Pi.smul_apply, smul_eq_mul] at this
    linarith
  -- the entries of the solution sum to one
  have hs : ∑ i, p i = a * ∑ i, p i + (1 - a) :=
    calc ∑ i, p i = ∑ i, (a * (P *ᵥ p) i + (1 - a) * v i) :=
          Finset.sum_congr rfl fun i _ => hp i
      _ = a * ∑ i, p i + (1 - a) := by
          rw [Finset.sum_add_distrib, ← Finset.mul_sum, ← Finset.mul_sum, sum_mulVec hP, hv.2,
            mul_one]
  have h1 : ∑ i, p i = 1 :=
    mul_left_cancel₀ (ne_of_gt (sub_pos.2 ha1)) (by linear_combination hs)
  -- its 1-norm is at most one, so no entry is negative
  have hn : l1 p ≤ a * l1 (P *ᵥ p) + (1 - a) :=
    calc l1 p ≤ ∑ i, (a * |(P *ᵥ p) i| + (1 - a) * v i) :=
          Finset.sum_le_sum fun i _ => by
            calc |p i| = |a * (P *ᵥ p) i + (1 - a) * v i| := congrArg abs (hp i)
              _ ≤ |a * (P *ᵥ p) i| + |(1 - a) * v i| := abs_add_le _ _
              _ = a * |(P *ᵥ p) i| + (1 - a) * v i := by
                  rw [abs_mul, abs_of_nonneg ha,
                    abs_of_nonneg (mul_nonneg (sub_nonneg.2 ha1.le) (hv.1 i))]
      _ = a * l1 (P *ᵥ p) + (1 - a) := by
          rw [Finset.sum_add_distrib, ← Finset.mul_sum, ← Finset.mul_sum, hv.2, mul_one, l1]
  have hle : l1 p ≤ 1 := by
    have := mul_le_mul_of_nonneg_left (l1_mulVec_le hP p) ha
    by_contra hc
    nlinarith [mul_pos (sub_pos.2 ha1) (sub_pos.2 (not_le.1 hc))]
  refine ⟨p, ⟨fun i => ?_, h1⟩, ?_⟩
  · have hi : |p i| - p i ≤ ∑ j, (|p j| - p j) :=
      Finset.single_le_sum (f := fun j => |p j| - p j)
        (fun j _ => sub_nonneg.2 (le_abs_self _)) (Finset.mem_univ i)
    rw [Finset.sum_sub_distrib, h1] at hi
    unfold l1 at hle
    linarith [abs_nonneg (p i)]
  · rw [google_mulVec, h1, mul_one]
    exact funext fun i => (hp i).symm

/-- PageRank: for `0 ≤ a < 1`, column-stochastic `P` and a probability vector `v`, the matrix
`G` has exactly one stationary probability vector `p`, and `k` steps of power iteration from any
probability vector reduce the 1-norm distance to `p` at least by the factor `a ^ k`. -/
theorem pageRank_power_iteration [DecidableEq n] (ha : 0 ≤ a) (ha1 : a < 1)
    (hP : ColStochastic P) (hv : IsProb v) :
    ∃ p, IsProb p ∧ google a P v *ᵥ p = p ∧
      (∀ q, IsProb q → google a P v *ᵥ q = q → q = p) ∧
      ∀ x, IsProb x → ∀ k : ℕ, l1 (google a P v ^ k *ᵥ x - p) ≤ a ^ k * l1 (x - p) := by
  obtain ⟨p, hp, hG⟩ := exists_stationary ha ha1 hP hv
  refine ⟨p, hp, hG, fun q hq hGq => ?_, fun x hx k => ?_⟩
  · have h := google_contraction ha hP v (hq.2.trans hp.2.symm)
    rw [hG, hGq] at h
    exact sub_eq_zero.mp (eq_zero_of_l1_le ha1 h)
  · -- carry the normalisation of the iterate along with the bound
    have key : ∑ i, (google a P v ^ k *ᵥ x) i = 1 ∧
        l1 (google a P v ^ k *ᵥ x - p) ≤ a ^ k * l1 (x - p) := by
      induction k with
      | zero => simp [hx.2]
      | succ k ih =>
        rw [pow_succ', ← Matrix.mulVec_mulVec]
        constructor
        · rw [google_mulVec, ih.1]
          simp only [Pi.add_apply, Pi.smul_apply, smul_eq_mul, Finset.sum_add_distrib,
            ← Finset.mul_sum]
          rw [sum_mulVec hP, ih.1, hv.2]
          ring
        · have h := google_contraction ha hP v (ih.1.trans hp.2.symm)
          rw [hG] at h
          calc _ ≤ a * l1 (google a P v ^ k *ᵥ x - p) := h
            _ ≤ a * (a ^ k * l1 (x - p)) := mul_le_mul_of_nonneg_left ih.2 ha
            _ = a ^ (k + 1) * l1 (x - p) := by ring
    exact key.2

/-- Stopping criterion: for `0 ≤ a < 1` and column-stochastic `P`, the distance of a probability
vector `x` from a stationary probability vector `p` is at most the residual `‖G x - x‖₁`
divided by `1 - a`. -/
theorem error_le_residual (ha : 0 ≤ a) (ha1 : a < 1) (hP : ColStochastic P) {p x : n → ℝ}
    (hp : IsProb p) (hG : google a P v *ᵥ p = p) (hx : IsProb x) :
    l1 (x - p) ≤ l1 (google a P v *ᵥ x - x) / (1 - a) := by
  have h := google_contraction ha hP v (hx.2.trans hp.2.symm)
  rw [hG] at h
  have t : l1 (x - p) ≤ l1 (google a P v *ᵥ x - x) + l1 (google a P v *ᵥ x - p) := by
    unfold l1
    rw [← Finset.sum_add_distrib]
    refine Finset.sum_le_sum fun i _ => ?_
    simp only [Pi.sub_apply]
    rw [abs_sub_comm ((google a P v *ᵥ x) i) (x i)]
    exact abs_sub_le _ _ _
  rw [le_div_iff₀ (sub_pos.2 ha1)]
  linarith

/-- The link matrix of two pages that link only to each other. -/
def twoPages : Matrix (Fin 2) (Fin 2) ℝ := !![0, 1; 1, 0]

/-- The uniform probability vector on two pages. -/
def uniform : Fin 2 → ℝ := fun _ => 1 / 2

/-- The rate is sharp: for two pages that link only to each other, uniform `v` and `a ≥ 0`, the
uniform vector is stationary and the error after `k` steps is exactly `a ^ k` times the initial
one, for every initial probability vector. -/
theorem rate_sharp (ha : 0 ≤ a) :
    ColStochastic twoPages ∧ IsProb uniform ∧
      google a twoPages uniform *ᵥ uniform = uniform ∧
      ∀ x, IsProb x → ∀ k : ℕ,
        l1 (google a twoPages uniform ^ k *ᵥ x - uniform) = a ^ k * l1 (x - uniform) := by
  have hu : IsProb uniform :=
    ⟨fun _ => by norm_num [uniform], by norm_num [uniform, Fin.sum_univ_two]⟩
  -- each step multiplies the error by `-a`
  have key (x : Fin 2 → ℝ) (hx : IsProb x) (k : ℕ) :
      google a twoPages uniform ^ k *ᵥ x = uniform + (-a) ^ k • (x - uniform) := by
    have hs : x 0 + x 1 = 1 := by rw [← Fin.sum_univ_two]; exact hx.2
    induction k with
    | zero => simp
    | succ k ih =>
      rw [pow_succ', ← Matrix.mulVec_mulVec, ih, google_mulVec]
      refine funext (Fin.forall_fin_two.2 ⟨?_, ?_⟩) <;>
        simp [twoPages, uniform, dotProduct, Fin.sum_univ_two] <;>
        linear_combination (1 + a) / 2 * (-a) ^ k * hs
  refine ⟨⟨fun i j => ?_, fun j => ?_⟩, hu, ?_, fun x hx k => ?_⟩
  · fin_cases i <;> fin_cases j <;> simp [twoPages]
  · fin_cases j <;> simp [twoPages, Fin.sum_univ_two]
  · simpa using key uniform hu 1
  · rw [key x hx k, add_sub_cancel_left, l1_smul, abs_pow, abs_neg, abs_of_nonneg ha]

end

end PageRankPowerIteration
```

```lean
#print axioms PageRankPowerIteration.pageRank_power_iteration
-- 'PageRankPowerIteration.pageRank_power_iteration' depends on axioms: [propext, Classical.choice, Quot.sound]
#print axioms PageRankPowerIteration.error_le_residual
-- 'PageRankPowerIteration.error_le_residual' depends on axioms: [propext, Classical.choice, Quot.sound]
#print axioms PageRankPowerIteration.rate_sharp
-- 'PageRankPowerIteration.rate_sharp' depends on axioms: [propext, Classical.choice, Quot.sound]
```

## From column sums to the contraction

`google_mulVec` is the formula for $Gx$, proved entry by entry. In `sum_mulVec`, `Finset.sum_comm` exchanges the two sums so that the column sums appear. `l1_mulVec_le` applies the triangle inequality in each row and then uses `sum_mulVec` for the vector of absolute values.

Two private lemmas serve the later proofs. `l1_smul` takes a scalar out of the norm. `eq_zero_of_l1_le` turns $\|x\|_1\le a\|x\|_1$ into $x=0$: it first shows that the norm is not positive, then bounds each $|x_i|$ by the norm.

In `google_contraction`, the equation `e` is the cancellation of the jump terms. The norm bound for `P` does the rest.

## Solving for $p$ and iterating towards it

In `exists_stationary` the linear map `f` is $I-aP$. Its injectivity comes from `eq_zero_of_l1_le`, and `LinearMap.injective_iff_surjective` supplies the solution. The equation is recorded entry by entry as `hp`; from it follow `h1`, the unit sum, and `hle`, the bound $\|p\|_1\le1$. For the sign of $p_i$, a single term $|p_i|-p_i$ is bounded by the whole sum, which is at most zero.

The main theorem takes this `p` and obtains uniqueness from the contraction. The induction proves a pair of facts, `key`: the iterate has unit sum, and the error bound holds. The first is needed at each step to apply `google_contraction`. The rewrite with `pow_succ'` splits off the leftmost factor of $G^{k+1}$, so that the new step acts on the previous iterate.

In `error_le_residual`, `t` is the triangle inequality, proved entrywise and summed. `le_div_iff₀` removes the division, and `linarith` combines `t` with the contraction.

In `rate_sharp`, `key` is the closed form $G^kx=u+(-a)^k(x-u)$, proved by induction. Both entries are checked separately, with $x_0+x_1=1$ entering through `linear_combination`. Stationarity of $u$ is the case $x=u$, $k=1$, and taking norms turns $(-a)^k$ into $a^k$.
